# With positive definite $dV$, a larger span of reference states never lowers Blöchl's separable potential

**Q:** Suppose I add a reference state to a separable potential. The matrix to be inverted gains a row and a column, and every entry of its inverse may change. From the formula alone I can't tell whether the potential has become more or less repulsive in a given state, so I can't say which way the energy error has moved.

**A:** For positive definite $dV$ the sign is fixed. Let $dV$ be the operator to be made separable, and let the columns of $\Phi$ be linearly independent reference states $\varphi_a$. With $B=\Phi^\dagger dV\,\Phi$, so that $B_{ab}=\langle\varphi_a,dV\varphi_b\rangle$, Blöchl's form is

$$V_B=dV\,\Phi\,B^{-1}\Phi^\dagger dV .$$

For every state $x$, $\langle x,V_Bx\rangle$ is the maximum over coefficient vectors $c$ of

$$F(c)=2\,\mathrm{Re}\langle x,dV\,\Phi c\rangle-\langle\Phi c,dV\,\Phi c\rangle .$$

A larger span offers more trial states $\Phi c$, so the maximum can't fall. In a finite-basis one-particle Hamiltonian whose other terms are held fixed, the energy expectation value of a fixed state therefore rises or stays put as the span grows, and it never exceeds its value with the full $dV$.

**Q:** Show me the maximum without any Lean.

**A:** If $c\neq0$, independence gives $\Phi c\neq0$, so $c^\dagger Bc=\langle\Phi c,dV\,\Phi c\rangle>0$. Hence $B$ is positive definite and invertible. Put $c_0=B^{-1}\Phi^\dagger dV\,x$. Then $Bc_0=\Phi^\dagger dV\,x$, which means that for every $d$

$$\langle\Phi d,dV\,x\rangle=\langle\Phi d,dV\,\Phi c_0\rangle .$$

Since $V_Bx=dV\,\Phi c_0$, and $V_B$ and $dV$ are Hermitian, taking $d=c_0$ gives $\langle x,V_Bx\rangle=\langle\Phi c_0,dV\,\Phi c_0\rangle$. Taking $d=c$ in the first term of $F$ and completing the square gives

$$\begin{aligned}F(c)&=2\,\mathrm{Re}\langle\Phi c,dV\,\Phi c_0\rangle-\langle\Phi c,dV\,\Phi c\rangle\\&=\langle x,V_Bx\rangle-\langle\Phi(c_0-c),dV\,\Phi(c_0-c)\rangle .\end{aligned}$$

The subtracted term is non-negative and vanishes only at $c=c_0$.

**Q:** And the comparison between two sets of reference states?

**A:** Let the span of $\Phi$ lie in the span of $\Psi$. Then $\Phi c_0=\Psi d$ for some $d$. The functional sees the coefficients only through the trial state, so $\langle x,V_B(\Phi)x\rangle=F_\Phi(c_0)=F_\Psi(d)\le\langle x,V_B(\Psi)x\rangle$.

For the upper bound, complete the square around $x$ instead:

$$F(c)=\langle x,dV\,x\rangle-\langle x-\Phi c,dV(x-\Phi c)\rangle .$$

At $c=c_0$ this gives $\langle x,V_Bx\rangle\le\langle x,dV\,x\rangle$, and equality forces $x=\Phi c_0$. Conversely, if $x=\Phi d$, then $F(d)=\langle x,dV\,x\rangle$, and the maximum is at least that large, so equality holds. It follows that at a state in the span of $\Psi$ but not in that of $\Phi$, $V_B(\Psi)$ reproduces $dV$ while $V_B(\Phi)$ falls strictly short.

**Q:** I accept that. What I doubt is that the Lean file talks about the same objects. What is a state there?

**A:** A complex vector of components in a finite orthonormal basis indexed by `n`. The reference states in $\Phi$ are indexed by `m`, and those in $\Psi$ by `k`, so the two sets may differ in size.

```lean
import Mathlib

open Matrix
open scoped ComplexOrder

namespace BloechlVariational

noncomputable section

variable {n m k : Type*} [Fintype n] [Fintype m] [DecidableEq m] [Fintype k] [DecidableEq k]
```

The matrix element is conjugate-linear in its first argument, and only its real part is kept.

```lean
/-- The real part of the matrix element `⟨x, A y⟩`. -/
def bracket (A : Matrix n n ℂ) (x y : n → ℂ) : ℝ := (star x ⬝ᵥ (A *ᵥ y)).re
```

**Q:** Doesn't discarding the imaginary part discard physics?

**A:** Not for the quantities compared here. Both $dV$ and $V_B$ are Hermitian, so their diagonal matrix elements are real already. The vectors aren't normalised, however. For $x\neq0$ the expectation value proper is `bracket A x x` divided by $x^\dagger x$, and dividing both sides of an inequality by that positive number leaves it intact.

The operator is the matrix product you would write down yourself, with `ᴴ` for the dagger:

```lean
/-- The Bloechl separable operator `dV Φ (Φᴴ dV Φ)⁻¹ Φᴴ dV` built from the reference states
in the columns of `Φ`. -/
def bloechl (dV : Matrix n n ℂ) (Φ : Matrix n m ℂ) : Matrix n n ℂ :=
  dV * Φ * (Φᴴ * dV * Φ)⁻¹ * Φᴴ * dV
```

The functional $F$ is `trial`, and $c_0$ is `optCoeff`:

```lean
/-- The functional `2 Re⟨x, dV Φc⟩ − ⟨Φc, dV Φc⟩` of the coefficient vector `c`. -/
def trial (dV : Matrix n n ℂ) (Φ : Matrix n m ℂ) (x : n → ℂ) (c : m → ℂ) : ℝ :=
  2 * bracket dV x (Φ *ᵥ c) - bracket dV (Φ *ᵥ c) (Φ *ᵥ c)

/-- The coefficients `(Φᴴ dV Φ)⁻¹ Φᴴ dV x`. -/
def optCoeff (dV : Matrix n n ℂ) (Φ : Matrix n m ℂ) (x : n → ℂ) : m → ℂ :=
  (Φᴴ * dV * Φ)⁻¹ *ᵥ (Φᴴ *ᵥ (dV *ᵥ x))
```

**Q:** Which assumptions go in by hand?

**A:** Two, apart from the conditions that compare spans or place a state in them. The first is `dV.PosDef`, which includes Hermiticity. Physically it says that $dV$ is repulsive in every nonzero state, superpositions of basis vectors included. A difference between a channel potential and a local potential needn't be positive definite. On a radial grid its expectation value is zero in a state confined to points where the two potentials agree, and the theorems then don't apply. If it is negative in some state, the maximum principle and the inequalities can fail. If $dV$ is negative definite, they hold for $-dV$, which reverses the inequalities for $dV$. For an indefinite example, take $dV=\mathrm{diag}(1,-1)$ with the first basis vector as reference state: adding the second one lowers the value at that second vector from $0$ to $-1$.

The second is `Function.Injective Φ.mulVec`: different coefficients give different states, which is independence of the columns. The span is `LinearMap.range Φ.mulVecLin`, the set of all $\Phi c$. Nothing requires the columns to be atomic partial waves or solutions of a radial equation, and the continuum and the limit of a complete basis are not treated.

**Q:** If only the span matters, why carry a matrix of reference states at all?

**A:** The model could start from a subspace $S$ and define the operator as $dV\,P_S$, where $P_S$ projects onto $S$ orthogonally with respect to the inner product $\langle x,dV\,y\rangle$. Independence would disappear from the hypotheses, and monotonicity would refer to $S\subseteq T$ directly. The price is that the formula with $B^{-1}$ would need a separate theorem to connect it to the definition. Here that formula is the definition.

**Q:** Then take me through the proof. You relied on $V_B$ being Hermitian.

**A:** That comes first. Taking the adjoint reverses the product, and Hermiticity of $dV$ restores it.

```lean
/-- For Hermitian `dV` the Bloechl operator is Hermitian. -/
theorem bloechl_isHermitian {dV : Matrix n n ℂ} (hV : dV.IsHermitian) (Φ : Matrix n m ℂ) :
    (bloechl dV Φ).IsHermitian := by
  unfold Matrix.IsHermitian bloechl
  simp only [conjTranspose_mul, conjTranspose_nonsing_inv, conjTranspose_conjTranspose,
    hV.eq, Matrix.mul_assoc]
```

Next come the rules for handling brackets. The first is the symmetry $\mathrm{Re}\langle x,Ay\rangle=\mathrm{Re}\langle y,Ax\rangle$, obtained by complex conjugation.

```lean
/-- For a Hermitian operator, `Re⟨x, A y⟩ = Re⟨y, A x⟩`. -/
theorem bracket_symm {A : Matrix n n ℂ} (hA : A.IsHermitian) (x y : n → ℂ) :
    bracket A x y = bracket A y x := by
  have h : star x ⬝ᵥ (A *ᵥ y) = star (star y ⬝ᵥ (A *ᵥ x)) := by
    calc star x ⬝ᵥ (A *ᵥ y) = star (star (A *ᵥ y) ⬝ᵥ x) := Matrix.star_dotProduct _ _
      _ = star (star y ⬝ᵥ (A *ᵥ x)) := by
        rw [Matrix.star_mulVec, hA.eq, ← Matrix.dotProduct_mulVec]
  unfold bracket
  rw [h, Complex.star_def, Complex.conj_re]
```

The second expands the square of a difference. The symmetry merges the two cross terms into one.

```lean
private lemma bracket_sub {A : Matrix n n ℂ} (hA : A.IsHermitian) (x y : n → ℂ) :
    bracket A (x - y) (x - y) = bracket A x x - 2 * bracket A y x + bracket A y y := by
  have h := bracket_symm hA x y
  unfold bracket at *
  simp only [star_sub, Matrix.mulVec_sub, sub_dotProduct, dotProduct_sub, Complex.sub_re]
  linarith
```

The last two convert positive definiteness into inequalities between real numbers, strict for nonzero vectors and weak for all.

```lean
private lemma bracket_pos {A : Matrix n n ℂ} (hA : A.PosDef) {x : n → ℂ} (hx : x ≠ 0) :
    0 < bracket A x x :=
  (Complex.lt_def.mp (hA.dotProduct_mulVec_pos hx)).1

private lemma bracket_nonneg {A : Matrix n n ℂ} (hA : A.PosDef) (x : n → ℂ) :
    0 ≤ bracket A x x := by
  by_cases hx : x = 0
  · simp [hx, bracket]
  · exact (bracket_pos hA hx).le
```

**Q:** Where does the invertibility of $B$ enter?

**A:** In `stationarity`, the equation $Bc_0=\Phi^\dagger dV\,x$. The term `hV.conjTranspose_mul_mul_same hΦ` is the argument that $B$ inherits positive definiteness from $dV$ through independent columns. Invertibility follows, and `Matrix.mul_nonsing_inv` cancels $B$ against its inverse.

```lean
/-- Stationarity: `Φc₀` and `x` have the same `dV` matrix elements with all reference states,
where `c₀` is the coefficient vector `optCoeff`. -/
theorem stationarity {dV : Matrix n n ℂ} (hV : dV.PosDef) {Φ : Matrix n m ℂ}
    (hΦ : Function.Injective Φ.mulVec) (x : n → ℂ) :
    Φᴴ *ᵥ (dV *ᵥ (Φ *ᵥ optCoeff dV Φ x)) = Φᴴ *ᵥ (dV *ᵥ x) := by
  -- the matrix of dV between reference states is positive definite, hence invertible
  have hu : IsUnit (Φᴴ * dV * Φ).det :=
    (Matrix.isUnit_iff_isUnit_det _).mp (hV.conjTranspose_mul_mul_same hΦ).isUnit
  have h : (Φᴴ * dV * Φ) *ᵥ optCoeff dV Φ x = Φᴴ *ᵥ (dV *ᵥ x) := by
    unfold optCoeff
    rw [Matrix.mulVec_mulVec, Matrix.mul_nonsing_inv _ hu, Matrix.one_mulVec]
  simpa only [← Matrix.mulVec_mulVec] using h
```

Completing the square uses two intermediate facts. In the code, `hs` is the equality of matrix elements for every $d$, and `hB` is $V_Bx=dV\,\Phi c_0$ inside a bracket. After these substitutions and the expansion of the difference, `ring` finishes the algebra.

```lean
/-- Completing the square: the functional equals `⟨x, V_B x⟩` minus `⟨Φ(c₀ − c), dV Φ(c₀ − c)⟩`. -/
theorem trial_eq_bloechl_sub {dV : Matrix n n ℂ} (hV : dV.PosDef) {Φ : Matrix n m ℂ}
    (hΦ : Function.Injective Φ.mulVec) (x : n → ℂ) (c : m → ℂ) :
    trial dV Φ x c = bracket (bloechl dV Φ) x x
      - bracket dV (Φ *ᵥ (optCoeff dV Φ x - c)) (Φ *ᵥ (optCoeff dV Φ x - c)) := by
  have hs : ∀ d : m → ℂ,
      bracket dV (Φ *ᵥ d) x = bracket dV (Φ *ᵥ d) (Φ *ᵥ optCoeff dV Φ x) := by
    intro d
    unfold bracket
    rw [Matrix.star_mulVec, ← Matrix.dotProduct_mulVec, ← Matrix.dotProduct_mulVec,
      stationarity hV hΦ x]
  -- V_B x is dV acting on the optimal combination of reference states
  have hB : bracket (bloechl dV Φ) x x = bracket dV x (Φ *ᵥ optCoeff dV Φ x) := by
    simp only [bracket, bloechl, optCoeff, ← Matrix.mulVec_mulVec]
  rw [hB, bracket_symm hV.isHermitian x, hs, Matrix.mulVec_sub, bracket_sub hV.isHermitian]
  unfold trial
  rw [bracket_symm hV.isHermitian x, hs]
  ring
```

**Q:** Does the next theorem really say "maximum", or just "upper bound"?

**A:** Maximum. `IsGreatest` requires the number to belong to the set of values of `trial` and to be exceeded by none of them. The first half of the proof inserts $c_0$, where the subtracted square vanishes. The second half uses that the square is non-negative for any $c$.

```lean
/-- Variational principle: `⟨x, V_B x⟩` is the maximum of `2 Re⟨x, dV Φc⟩ − ⟨Φc, dV Φc⟩`
over all coefficient vectors `c`. -/
theorem bloechl_isGreatest {dV : Matrix n n ℂ} (hV : dV.PosDef) {Φ : Matrix n m ℂ}
    (hΦ : Function.Injective Φ.mulVec) (x : n → ℂ) :
    IsGreatest (Set.range (trial dV Φ x)) (bracket (bloechl dV Φ) x x) := by
  constructor
  · refine ⟨optCoeff dV Φ x, ?_⟩
    rw [trial_eq_bloechl_sub hV hΦ]
    simp [bracket]
  · rintro _ ⟨c, rfl⟩
    rw [trial_eq_bloechl_sub hV hΦ]
    linarith [bracket_nonneg hV (Φ *ᵥ (optCoeff dV Φ x - c))]
```

Uniqueness is a theorem of its own. If $c\neq c_0$, injectivity makes $\Phi(c_0-c)$ nonzero, its square is strictly positive, and $F(c)$ lies below the maximum.

```lean
/-- The maximum is attained at `c₀ = (Φᴴ dV Φ)⁻¹ Φᴴ dV x` and nowhere else. -/
theorem trial_eq_max_iff {dV : Matrix n n ℂ} (hV : dV.PosDef) {Φ : Matrix n m ℂ}
    (hΦ : Function.Injective Φ.mulVec) (x : n → ℂ) (c : m → ℂ) :
    trial dV Φ x c = bracket (bloechl dV Φ) x x ↔ c = optCoeff dV Φ x := by
  rw [trial_eq_bloechl_sub hV hΦ]
  constructor
  · intro h
    by_contra hc
    have hne : Φ *ᵥ (optCoeff dV Φ x - c) ≠ 0 := by
      intro h0
      rw [Matrix.mulVec_sub] at h0
      exact hc (hΦ (sub_eq_zero.mp h0)).symm
    linarith [bracket_pos hV hne]
  · rintro rfl
    simp [bracket]
```

**Q:** Now the claim I came for.

**A:** The hypothesis `hspan` says that the span of $\Phi$ is contained in that of $\Psi$. The columns of $\Phi$ needn't reappear among those of $\Psi$. The proof takes a maximising `c` for the small span, uses `hspan` to find `d` with $\Psi d=\Phi c$, and notes that the two trial values agree. The value for $\Psi$ is bounded by its own maximum, which gives the inequality.

```lean
/-- For positive definite `dV`, enlarging the span of the reference states never lowers an
expectation value of the Bloechl operator. -/
theorem bloechl_mono {dV : Matrix n n ℂ} (hV : dV.PosDef) {Φ : Matrix n m ℂ}
    {Ψ : Matrix n k ℂ} (hΦ : Function.Injective Φ.mulVec) (hΨ : Function.Injective Ψ.mulVec)
    (hspan : LinearMap.range Φ.mulVecLin ≤ LinearMap.range Ψ.mulVecLin) (x : n → ℂ) :
    bracket (bloechl dV Φ) x x ≤ bracket (bloechl dV Ψ) x x := by
  obtain ⟨c, hc⟩ := (bloechl_isGreatest hV hΦ x).1
  -- the optimal state of the small span is a trial state of the large one
  obtain ⟨d, hd⟩ := hspan ⟨c, rfl⟩
  have hd' : Ψ *ᵥ d = Φ *ᵥ c := hd
  have h : trial dV Ψ x d = trial dV Φ x c := by
    unfold trial
    rw [hd']
  rw [← hc, ← h]
  exact (bloechl_isGreatest hV hΨ x).2 ⟨d, rfl⟩
```

**Q:** Could the value grow past that of $dV$ itself?

**A:** No, given positive definite $dV$ and independent reference states. In the next proof, `ht` is the square completed around $x$. Evaluated at a maximising `c` it gives the bound, and if $x$ is outside the span the remainder $x-\Phi c$ is nonzero, so equality fails. For $x$ inside the span, the coefficients `d` that reproduce $x$ make the remainder vanish.

```lean
/-- The expectation value of `V_B` never exceeds that of `dV`, and the two agree at `x` exactly
when `x` lies in the span of the reference states. -/
theorem bloechl_le_and_eq_iff {dV : Matrix n n ℂ} (hV : dV.PosDef) {Φ : Matrix n m ℂ}
    (hΦ : Function.Injective Φ.mulVec) (x : n → ℂ) :
    bracket (bloechl dV Φ) x x ≤ bracket dV x x ∧
      (bracket (bloechl dV Φ) x x = bracket dV x x ↔ x ∈ LinearMap.range Φ.mulVecLin) := by
  -- the functional measures how well Φc approximates x
  have ht : ∀ c, trial dV Φ x c
      = bracket dV x x - bracket dV (x - Φ *ᵥ c) (x - Φ *ᵥ c) := by
    intro c
    rw [bracket_sub hV.isHermitian]
    unfold trial
    rw [bracket_symm hV.isHermitian x (Φ *ᵥ c)]
    ring
  obtain ⟨c, hc⟩ := (bloechl_isGreatest hV hΦ x).1
  have hle : bracket (bloechl dV Φ) x x ≤ bracket dV x x := by
    linarith [ht c, bracket_nonneg hV (x - Φ *ᵥ c)]
  refine ⟨hle, fun h => ?_, ?_⟩
  · by_contra hx
    have hne : x - Φ *ᵥ c ≠ 0 := fun h0 => hx ⟨c, (sub_eq_zero.mp h0).symm⟩
    linarith [ht c, bracket_pos hV hne]
  · rintro ⟨d, hd⟩
    have hd' : Φ *ᵥ d = x := hd
    have h0 : bracket dV (x - Φ *ᵥ d) (x - Φ *ᵥ d) = 0 := by
      rw [hd']
      simp [bracket]
    have hmax : trial dV Φ x d ≤ bracket (bloechl dV Φ) x x :=
      (bloechl_isGreatest hV hΦ x).2 ⟨d, rfl⟩
    linarith [ht d]
```

**Q:** And when does an added state actually change something?

**A:** Under the same assumptions, the increase is strict at any $x$ that the new span contains and the old one doesn't. The proof replaces the value for $\Psi$ by that of $dV$, then uses the strict shortfall for $\Phi$. The theorem doesn't even ask for nested spans, since membership of this one $x$ is enough. For states outside both spans it makes no statement, and there the nested case gives only the weak inequality.

```lean
/-- At a state in the span of `Ψ` but not in the span of `Φ`, the Bloechl operator of `Ψ` has
the strictly larger expectation value. -/
theorem bloechl_strict {dV : Matrix n n ℂ} (hV : dV.PosDef) {Φ : Matrix n m ℂ}
    {Ψ : Matrix n k ℂ} (hΦ : Function.Injective Φ.mulVec) (hΨ : Function.Injective Ψ.mulVec)
    {x : n → ℂ} (hxΨ : x ∈ LinearMap.range Ψ.mulVecLin)
    (hxΦ : x ∉ LinearMap.range Φ.mulVecLin) :
    bracket (bloechl dV Φ) x x < bracket (bloechl dV Ψ) x x := by
  obtain ⟨hle, hiff⟩ := bloechl_le_and_eq_iff hV hΦ x
  rw [(bloechl_le_and_eq_iff hV hΨ x).2.mpr hxΨ]
  exact lt_of_le_of_ne hle fun h => hxΦ (hiff.mp h)

end

end BloechlVariational
```

```lean
#print axioms BloechlVariational.bloechl_isHermitian
#print axioms BloechlVariational.trial_eq_max_iff
#print axioms BloechlVariational.bloechl_mono
#print axioms BloechlVariational.bloechl_strict
```

```
'BloechlVariational.bloechl_isHermitian' depends on axioms: [propext, Classical.choice, Quot.sound]
'BloechlVariational.trial_eq_max_iff' depends on axioms: [propext, Classical.choice, Quot.sound]
'BloechlVariational.bloechl_mono' depends on axioms: [propext, Classical.choice, Quot.sound]
'BloechlVariational.bloechl_strict' depends on axioms: [propext, Classical.choice, Quot.sound]
```
